# Spin-orbit partners built on one radial function: equal small-component norms, potential integrals split by $V'$

Take a p shell. Let $P(r)$ be a radial large component, that is, $r$ times the radial wave function, and use the same $P$ for $p_{1/2}$ and $p_{3/2}$. Their Dirac quantum numbers are $\kappa=1$ and $\kappa=-2$, and kinetic balance gives them, up to a common constant factor, the small components

$$Q_1=P'+\frac{P}{r},\qquad Q_{-2}=P'-\frac{2P}{r}.$$

Squaring and subtracting removes $P'^2$ and leaves a total derivative:

$$Q_1^2-Q_{-2}^2=\frac{6PP'}{r}-\frac{3P^2}{r^2}=3\,\frac{d}{dr}\frac{P^2}{r}.$$

If $P^2/r$ vanishes at both ends of the half line and the integrals converge, the two small components have equal norms. If the difference is first multiplied by a radial potential $V(r)$, and if $VP^2/r$ also vanishes at both ends and the new integrals converge, integration by parts moves the derivative onto $V$:

$$\int_0^\infty V\,(Q_1^2-Q_{-2}^2)\,dr=-3\int_0^\infty \frac{V'P^2}{r}\,dr.$$

The Lean file proves this for real $\kappa$ and its partner $-\kappa-1$, and for matrix elements between two radial functions $P$ and $R$.

## Small components and their matrix elements

```lean
import Mathlib

open MeasureTheory Set Filter Topology

namespace KineticBalancePartners

noncomputable section

/-- The kinetically balanced small component `P' + κ P / r` of a radial function `P`,
for `r > 0`. -/
def balanced (κ : ℝ) (P : ℝ → ℝ) (r : ℝ) : ℝ := deriv P r + κ * P r / r
```

The function `balanced κ P r` is

$$Q_\kappa[P](r)=P'(r)+\frac{\kappa P(r)}{r}.$$

The type `ℝ → ℝ` says that $P$ is a real function of a real variable, and `deriv P r` is its derivative at $r$.

Kinetic balance is a condition imposed on the basis. It stands for the lower Dirac equation in the regime where the potential and the energy, measured from the rest energy, are small compared with twice the rest energy. In atomic units the small component also carries a prefactor, one over twice the speed of light. The file omits it, so each small-component integral below has to be multiplied by the square of that prefactor to get its physical value.

```lean
/-- The matrix element of a radial potential `V` between the balanced small components
of `P` and `R`, integrated over `r > 0`. -/
def smallElement (V : ℝ → ℝ) (κ : ℝ) (P R : ℝ → ℝ) : ℝ :=
  ∫ r in Ioi (0 : ℝ), V r * (balanced κ P r * balanced κ R r)
```

This is the matrix element

$$\int_0^\infty V(r)\,Q_\kappa[P](r)\,Q_\kappa[R](r)\,dr.$$

`Ioi (0 : ℝ)` is the open interval $(0,\infty)$. The volume factor $r^2$ is already absorbed in the convention for $P$ and $R$. With $V=1$ the expression is the small-component overlap.

## Conditions on the potential and the radial functions

```lean
/-- Regularity of `V`, `P`, `R` on `r > 0`: they are differentiable, `V P R / r` vanishes
at both ends, and the integrands for `κ`, for `-κ-1` and for `V' P R / r` are integrable. -/
structure Admissible (V : ℝ → ℝ) (κ : ℝ) (P R : ℝ → ℝ) : Prop where
  diffV : ∀ r, 0 < r → DifferentiableAt ℝ V r
  diffP : ∀ r, 0 < r → DifferentiableAt ℝ P r
  diffR : ∀ r, 0 < r → DifferentiableAt ℝ R r
  origin : Tendsto (fun r => V r * (P r * R r) / r) (𝓝[>] 0) (𝓝 0)
  infinity : Tendsto (fun r => V r * (P r * R r) / r) atTop (𝓝 0)
  int : IntegrableOn (fun r => V r * (balanced κ P r * balanced κ R r)) (Ioi 0)
  intPartner : IntegrableOn
    (fun r => V r * (balanced (-κ - 1) P r * balanced (-κ - 1) R r)) (Ioi 0)
  intForce : IntegrableOn (fun r => deriv V r * (P r * R r) / r) (Ioi 0)
```

`Admissible V κ P R` is a bundle of hypotheses. Its fields say that

- $V$, $P$ and $R$ are differentiable at every $r>0$;
- $VPR/r\to0$ as $r\to0$ from the right and as $r\to\infty$;
- the integrands $V Q_\kappa[P]Q_\kappa[R]$, $V Q_{-\kappa-1}[P]Q_{-\kappa-1}[R]$ and $V'PR/r$ are integrable on $(0,\infty)$.

`Tendsto` expresses a limit; `𝓝[>] 0` is the approach to zero from above, and `atTop` the approach to infinity. Continuity of the derivatives is not required.

The condition at the origin has physical content. A nonrelativistic radial function of angular momentum $l$ usually starts as $r^{l+1}$. For a Coulomb potential, $VP^2/r$ then behaves as $r^{2l}$, which vanishes for $l\ge1$ but tends to a nonzero constant for an s function. The large component of the exact Dirac $p_{1/2}$ state of a point charge is excluded too: it starts as $r^\gamma$ with $\gamma<1$, so $VP^2/r$ diverges at the origin.

## The difference is a total derivative

```lean
/-- At a radius `r ≠ 0` where `P` and `R` are differentiable, the small-component products
for `κ` and `-κ-1` differ by the derivative of `(2κ+1) P R / r`. -/
theorem hasDerivAt_partner_difference (κ : ℝ) {P R : ℝ → ℝ} {r : ℝ} (hr : r ≠ 0)
    (hP : DifferentiableAt ℝ P r) (hR : DifferentiableAt ℝ R r) :
    HasDerivAt (fun s => (2 * κ + 1) * (P s * R s / s))
      (balanced κ P r * balanced κ R r
        - balanced (-κ - 1) P r * balanced (-κ - 1) R r) r := by
  have h := ((hP.hasDerivAt.fun_mul hR.hasDerivAt).fun_div
    (hasDerivAt_id' r) hr).const_mul (2 * κ + 1)
  refine h.congr_deriv ?_
  unfold balanced
  field_simp
  ring
```

`HasDerivAt f d r` means that $f$ is differentiable at $r$ with derivative $d$. The theorem therefore says

$$\frac{d}{dr}\left[(2\kappa+1)\frac{PR}{r}\right]=Q_\kappa[P]Q_\kappa[R]-Q_{-\kappa-1}[P]Q_{-\kappa-1}[R].$$

To derive it, expand one product:

$$Q_\kappa[P]Q_\kappa[R]=P'R'+\frac{\kappa\,(PR)'}{r}+\frac{\kappa^2PR}{r^2}.$$

In the difference with the partner, $P'R'$ cancels. The coefficient of $(PR)'/r$ is $\kappa-(-\kappa-1)=2\kappa+1$, and that of $PR/r^2$ is $\kappa^2-(\kappa+1)^2=-(2\kappa+1)$. What remains is

$$(2\kappa+1)\left[\frac{(PR)'}{r}-\frac{PR}{r^2}\right]=(2\kappa+1)\left(\frac{PR}{r}\right)'.$$

The Lean proof runs in the other direction. The term `h` differentiates $(2\kappa+1)PR/r$ by the product and quotient rules. `congr_deriv` then asks for a proof that the derivative found equals the one stated; `field_simp` clears the denominators and `ring` checks the remaining polynomial identity.

## Integrating over the half line

```lean
/-- If `F` vanishes at both ends of the half line and `F' = A - B + c C` there, with `A`, `B`,
`C` integrable, then the integrals of `A` and `B` differ by `-c` times that of `C`. -/
theorem integral_balance {F A B C : ℝ → ℝ} {c : ℝ}
    (hF : ∀ r, 0 < r → HasDerivAt F (A r - B r + c * C r) r)
    (h0 : Tendsto F (𝓝[>] 0) (𝓝 0)) (hinf : Tendsto F atTop (𝓝 0))
    (hA : IntegrableOn A (Ioi 0)) (hB : IntegrableOn B (Ioi 0))
    (hC : IntegrableOn C (Ioi 0)) :
    (∫ r in Ioi (0 : ℝ), A r) - ∫ r in Ioi (0 : ℝ), B r
      = -c * ∫ r in Ioi (0 : ℝ), C r := by
  -- extend `F` continuously to the origin
  have hEq : ∀ x : ℝ, 0 < x → Function.update F 0 0 x = F x :=
    fun x hx => Function.update_of_ne (ne_of_gt hx) _ _
  have hG : ∀ r ∈ Ioi (0 : ℝ),
      HasDerivAt (Function.update F 0 0) (A r - B r + c * C r) r := by
    intro r hr
    refine (hF r hr).congr_of_eventuallyEq ?_
    filter_upwards [Ioi_mem_nhds hr] with x hx
    exact hEq x hx
  have hcont : ContinuousWithinAt (Function.update F 0 0) (Ici 0) 0 := by
    refine continuousWithinAt_Ioi_iff_Ici.mp ?_
    show Tendsto _ _ (𝓝 (Function.update F 0 0 0))
    rw [Function.update_self]
    refine h0.congr' ?_
    filter_upwards [self_mem_nhdsWithin] with x hx
    exact (hEq x hx).symm
  have hGinf : Tendsto (Function.update F 0 0) atTop (𝓝 0) := by
    refine hinf.congr' ?_
    filter_upwards [eventually_gt_atTop (0 : ℝ)] with x hx
    exact (hEq x hx).symm
  have hAB : IntegrableOn (fun r => A r - B r) (Ioi 0) := Integrable.sub hA hB
  have hcC : IntegrableOn (fun r => c * C r) (Ioi 0) := Integrable.const_mul hC c
  -- the fundamental theorem of calculus on the half line
  have key : ∫ r in Ioi (0 : ℝ), (A r - B r + c * C r) = 0 - Function.update F 0 0 0 :=
    integral_Ioi_of_hasDerivAt_of_tendsto hcont hG (Integrable.add hAB hcC) hGinf
  rw [integral_add hAB hcC, integral_sub hA hB, integral_const_mul,
    Function.update_self] at key
  linarith
```

Here $F$, $A$, $B$, $C$ are arbitrary functions and $c$ is a real constant. Suppose that $F'=A-B+cC$ on $r>0$, that $F$ vanishes at both ends, and that $A$, $B$, $C$ are integrable. Then

$$0=\int_0^\infty F'\,dr=\int_0^\infty A\,dr-\int_0^\infty B\,dr+c\int_0^\infty C\,dr,$$

and moving the last term to the other side gives the claim.

The Mathlib theorem used in `key` is the fundamental theorem of calculus on a half line, and it wants a function that is continuous at the left endpoint. The hypotheses give the limit of $F$ at zero, but say nothing about its value there. `Function.update F 0 0` is $F$ with its value at $0$ replaced by $0$. The facts `hG`, `hcont` and `hGinf` show that this modified function has the same derivative for $r>0$, is continuous at the origin from the right, and still vanishes at infinity. The integral is then split by linearity, and `linarith` rearranges the result.

## The splitting formula

```lean
/-- For admissible `V`, `P`, `R`, the small-component potential matrix elements for `κ` and
`-κ-1` differ by `-(2κ+1)` times the integral of `V' P R / r`. -/
theorem potential_splitting {V P R : ℝ → ℝ} {κ : ℝ} (h : Admissible V κ P R) :
    smallElement V κ P R - smallElement V (-κ - 1) P R
      = -(2 * κ + 1) * ∫ r in Ioi (0 : ℝ), deriv V r * (P r * R r) / r := by
  refine integral_balance (F := fun s => V s * ((2 * κ + 1) * (P s * R s / s)))
    ?_ ?_ ?_ h.int h.intPartner h.intForce
  · intro r hr
    refine ((h.diffV r hr).hasDerivAt.fun_mul (hasDerivAt_partner_difference κ
      (ne_of_gt hr) (h.diffP r hr) (h.diffR r hr))).congr_deriv ?_
    ring
  · have t := h.origin.const_mul (2 * κ + 1)
    rw [mul_zero] at t
    exact t.congr (fun r => by ring)
  · have t := h.infinity.const_mul (2 * κ + 1)
    rw [mul_zero] at t
    exact t.congr (fun r => by ring)
```

In ordinary notation, for admissible $V$, $P$, $R$,

$$\int_0^\infty V Q_\kappa[P]Q_\kappa[R]\,dr-\int_0^\infty V Q_{-\kappa-1}[P]Q_{-\kappa-1}[R]\,dr=-(2\kappa+1)\int_0^\infty\frac{V'PR}{r}\,dr.$$

Choose $F=(2\kappa+1)\,VPR/r$. By the product rule and the total-derivative identity,

$$F'=V\big(Q_\kappa[P]Q_\kappa[R]-Q_{-\kappa-1}[P]Q_{-\kappa-1}[R]\big)+(2\kappa+1)\frac{V'PR}{r}.$$

This has the form $A-B+cC$ with $c=2\kappa+1$, so `integral_balance` applies. Its three remaining conditions, marked `?_`, are proved at the bullets: the derivative of $F$, its limit at the origin and its limit at infinity. Both limits are those assumed in `Admissible`, multiplied by $2\kappa+1$.

```lean
/-- The small-component overlaps for `κ` and `-κ-1` are equal, if `P` and `R` are admissible
with the constant potential `1`. -/
theorem overlap_eq {P R : ℝ → ℝ} {κ : ℝ} (h : Admissible (fun _ => 1) κ P R) :
    smallElement (fun _ => 1) κ P R = smallElement (fun _ => 1) (-κ - 1) P R := by
  have t := potential_splitting h
  simp only [deriv_const, zero_mul, zero_div, integral_zero, mul_zero] at t
  linarith
```

The notation `fun _ => 1` is the constant function $1$. With $V=1$ we have $V'=0$, the right-hand side of the splitting formula vanishes, and

$$\int_0^\infty Q_\kappa[P]Q_\kappa[R]\,dr=\int_0^\infty Q_{-\kappa-1}[P]Q_{-\kappa-1}[R]\,dr.$$

The `simp only` line performs this substitution. Admissibility now refers to the constant potential, so the boundary condition is that $PR/r$ vanishes at both ends.

In a one-electron Dirac matrix calculation with a local radial potential, let both partners use the same large-component radial functions, each with its own balanced small-component function. The small-component overlap matrix then also gives, up to a constant factor, the kinetic coupling between large and small components. The large-component overlap and potential matrices contain only $P$ and $R$, so the partners differ only in the small-component potential matrix.

## Partners with $\kappa=l$ and $\kappa=-l-1$

```lean
/-- Spin-orbit partners `κ = l` and `κ = -l-1` built on one radial function `P` have equal
small-component norms, while their potential integrals differ by `-(2l+1) ∫ V' P² / r`;
`P` is admissible both with the constant potential `1` and with `V`. -/
theorem spin_orbit_partners {V P : ℝ → ℝ} (l : ℕ)
    (h1 : Admissible (fun _ => 1) l P P) (hV : Admissible V l P P) :
    (∫ r in Ioi (0 : ℝ), balanced l P r ^ 2)
        = ∫ r in Ioi (0 : ℝ), balanced (-l - 1) P r ^ 2 ∧
    (∫ r in Ioi (0 : ℝ), V r * balanced l P r ^ 2)
        - ∫ r in Ioi (0 : ℝ), V r * balanced (-l - 1) P r ^ 2
      = -(2 * l + 1) * ∫ r in Ioi (0 : ℝ), deriv V r * P r ^ 2 / r := by
  have a := overlap_eq h1
  have b := potential_splitting hV
  simp only [smallElement, one_mul, ← pow_two] at a b
  exact ⟨a, b⟩
```

Now $R=P$ and $\kappa=l$ is a natural number, which Lean converts to a real number where needed. The symbol `∧` joins two conclusions:

$$\int_0^\infty Q_l^2\,dr=\int_0^\infty Q_{-l-1}^2\,dr,$$

$$\int_0^\infty VQ_l^2\,dr-\int_0^\infty VQ_{-l-1}^2\,dr=-(2l+1)\int_0^\infty\frac{V'P^2}{r}\,dr.$$

For $l\ge1$ these are the partners $j=l-\tfrac12$ and $j=l+\tfrac12$. The theorem also allows $l=0$, where the identity still holds under its hypotheses, but $\kappa=0$ does not label a Dirac state.

There are two regularity hypotheses: `h1` for the norms and `hV` for the potential integrals. The proof takes the two preceding theorems, writes the products as squares and pairs the results.

Since $P$ is shared and the small-component norms agree, the two spinors have the same total norm. Normalising them divides both potential integrals by the same number. The theorem compares integrals for a common $P$; it makes no statement about exact Dirac eigenfunctions, whose large components generally differ between the partners.

## The Coulomb potential

```lean
/-- For the Coulomb potential `-Z/r` and admissible `P`, `R`, the matrix elements for `κ` and
`-κ-1` differ by `-(2κ+1) Z` times the integral of `P R / r³`. -/
theorem coulomb_splitting {P R : ℝ → ℝ} {κ Z : ℝ}
    (h : Admissible (fun r => -Z / r) κ P R) :
    smallElement (fun r => -Z / r) κ P R - smallElement (fun r => -Z / r) (-κ - 1) P R
      = -(2 * κ + 1) * (Z * ∫ r in Ioi (0 : ℝ), P r * R r / r ^ 3) := by
  rw [potential_splitting h]
  congr 1
  rw [← integral_const_mul]
  refine setIntegral_congr_fun measurableSet_Ioi ?_
  intro r hr
  have hr0 : r ≠ 0 := ne_of_gt hr
  -- the derivative of the Coulomb potential `-Z / r` is `Z / r²`
  have d : deriv (fun s : ℝ => -Z / s) r = Z / r ^ 2 := by
    rw [((hasDerivAt_const r (-Z)).fun_div (hasDerivAt_id' r) hr0).deriv]
    ring
  show deriv (fun s : ℝ => -Z / s) r * (P r * R r) / r = Z * (P r * R r / r ^ 3)
  rw [d]
  field_simp
```

For $V=-Z/r$ the derivative is $V'=Z/r^2$, and the splitting formula becomes

$$-(2\kappa+1)\,Z\int_0^\infty\frac{PR}{r^3}\,dr.$$

With $R=P$ this contains the $r^{-3}$ average familiar from the spin-orbit interaction. The proof rewrites with `potential_splitting`, moves $Z$ inside the integral, and compares the integrands at each $r>0$. The local fact `d` is the derivative of the Coulomb potential. The theorem puts no sign condition on $Z$, and it describes a point charge.

## The sign of the splitting

```lean
/-- If `V' > 0` for all `r > 0`, `2κ+1 > 0`, and the admissible function `P` is nonzero at some
`r₀ > 0`, then the potential integral for `κ` lies strictly below that for `-κ-1`. -/
theorem splitting_strict {V P : ℝ → ℝ} {κ r₀ : ℝ} (h : Admissible V κ P P)
    (hκ : 0 < 2 * κ + 1) (hV : ∀ r, 0 < r → 0 < deriv V r)
    (hr₀ : 0 < r₀) (hP : P r₀ ≠ 0) :
    smallElement V κ P P < smallElement V (-κ - 1) P P := by
  have hpos : 0 < ∫ r in Ioi (0 : ℝ), deriv V r * (P r * P r) / r := by
    refine (setIntegral_pos_iff_support_of_nonneg_ae ?_ h.intForce).mpr ?_
    · refine (ae_restrict_iff' measurableSet_Ioi).mpr (Eventually.of_forall ?_)
      intro r hr
      exact div_nonneg (mul_nonneg (hV r hr).le (mul_self_nonneg _)) (le_of_lt hr)
    · -- by continuity the integrand is positive in a neighbourhood of `r₀`
      refine Measure.measure_pos_of_mem_nhds volume (x := r₀) ?_
      filter_upwards [(h.diffP r₀ hr₀).continuousAt.eventually_ne hP,
        Ioi_mem_nhds hr₀] with r h1 h2
      exact ⟨ne_of_gt (div_pos (mul_pos (hV r h2) (mul_self_pos.mpr h1)) h2), h2⟩
  have t := potential_splitting h
  have s := mul_pos hκ hpos
  linarith

end

end KineticBalancePartners
```

Let $V$ and $P$ be admissible, with $R=P$. Suppose that $V'>0$ at every $r>0$, as for an attractive Coulomb potential, that $2\kappa+1>0$, and that $P$ is nonzero at some radius $r_0>0$. Then

$$\int_0^\infty VQ_\kappa^2\,dr<\int_0^\infty VQ_{-\kappa-1}^2\,dr.$$

For $\kappa=l\ge1$, the small-component potential integral of the $j=l-\tfrac12$ partner is the lower one.

By the splitting formula it is enough to show that $\int_0^\infty V'P^2/r\,dr$ is positive. The integrand is nowhere negative on $r>0$. Since $P$ is differentiable at $r_0$, it is continuous there and remains nonzero in a neighbourhood, where the integrand is strictly positive. A nonnegative integrable function that is positive on a set of positive length has a positive integral.

This is the content of `hpos`. Its first part proves nonnegativity; its second shows that the set where the integrand is nonzero contains a neighbourhood of $r_0$ and so has positive measure. Multiplying by $2\kappa+1>0$ gives `s`, and `linarith` combines it with the splitting formula `t`.

```lean
#print axioms KineticBalancePartners.spin_orbit_partners
#print axioms KineticBalancePartners.coulomb_splitting
#print axioms KineticBalancePartners.splitting_strict
```

```
'KineticBalancePartners.spin_orbit_partners' depends on axioms: [propext, Classical.choice, Quot.sound]
'KineticBalancePartners.coulomb_splitting' depends on axioms: [propext, Classical.choice, Quot.sound]
'KineticBalancePartners.splitting_strict' depends on axioms: [propext, Classical.choice, Quot.sound]
```
